# On the grid r = x², the factor x^(-1/2) removes the first derivative from the radial Schrödinger equation for u = rR

Let $u=rR$, where $R$ is the radial part of the wavefunction. For $l=0$ and a potential equal to the energy, the radial equation is $u''(r)=0$, and $u(r)=r$ is a solution. In the variable $x=\sqrt r$ this solution becomes $w(x)=u(x^2)=x^2$, with $w''=2=w'/x$: the change of variable has produced a first-derivative term. Dividing by $\sqrt x$ gives $\chi(x)=x^{3/2}$, and

$$\chi''=\tfrac34x^{-1/2}=\frac{3/4}{x^2}\,\chi .$$

The first derivative is gone, at the price of a term $3/(4x^2)$. The same happens for any potential $V$, energy $E$ and angular parameter $l$.

The Numerov method in its standard form is meant for second-order equations without a first-derivative term, and $\chi''=g(x)\chi$ is of this type. A uniform step $h$ in $x$ is a step of about $2\sqrt r\,h$ in $r$, fine near the nucleus and coarse far out, which suits the radial functions of Rydberg states in a one-electron, central-potential model. Such functions supply the radial integrals in the dipole matrix elements used in Stark calculations.

```lean
import Mathlib

open Set Filter Topology

namespace SquareRootRadialGrid

noncomputable section
```

## The rescaled function and the two equations

For a radial function $u$, set

$$\chi(x)=x^{-1/2}\,u(x^2).$$

In Lean this is `sqrtGrid u`, with $x^{-1/2}$ written as `(√x)⁻¹`.

```lean
/-- The radial function on the square-root grid `r = x²`, rescaled: `χ(x) = x^(-1/2) u(x²)`. -/
def sqrtGrid (u : ℝ → ℝ) (x : ℝ) : ℝ := (√x)⁻¹ * u (x ^ 2)
```

The function $u$ is assumed to be twice differentiable at every $r>0$. Lean's `deriv` returns zero where no derivative exists, so this hypothesis ensures that the second derivatives below are real ones. Nothing is required at the origin.

```lean
/-- The function is twice differentiable on the positive half-line. -/
def TwiceDiff (u : ℝ → ℝ) : Prop :=
  ∀ r > 0, DifferentiableAt ℝ u r ∧ DifferentiableAt ℝ (deriv u) r
```

In atomic units, the radial equation for $u=rR$, where $R$ is the radial part of the wavefunction, is

$$u''(r)=\left[\frac{l(l+1)}{r^2}+2\bigl(V(r)-E\bigr)\right]u(r),\qquad r>0 .$$

Here `V` is any real function and `l` is any real number. At a jump of $V$, such as the wall of a finite square well, the usual solution has no second derivative unless it vanishes there, so the differentiability assumed of $u$ excludes it. A non-integer `l` covers quantum-defect models, in which a shifted angular parameter stands for the effect of the ionic core on the outer electron. No boundary condition is imposed, so irregular solutions are included.

```lean
/-- The radial Schrödinger equation in atomic units, with potential `V`, angular parameter `l`
and energy `E`. -/
def RadialEquation (V : ℝ → ℝ) (l E : ℝ) (u : ℝ → ℝ) : Prop :=
  ∀ r > 0, deriv (deriv u) r = (l * (l + 1) / r ^ 2 + 2 * (V r - E)) * u r
```

The equation on the grid is

$$\chi''(x)=\left[\frac{(2l+\frac12)(2l+\frac32)}{x^2}+8x^2\bigl(V(x^2)-E\bigr)\right]\chi(x),\qquad x>0 .$$

```lean
/-- The equation on the square-root grid, which has no first-derivative term. -/
def SqrtGridEquation (V : ℝ → ℝ) (l E : ℝ) (χ : ℝ → ℝ) : Prop :=
  ∀ x > 0, deriv (deriv χ) x =
    ((2 * l + 1 / 2) * (2 * l + 3 / 2) / x ^ 2 + 8 * x ^ 2 * (V (x ^ 2) - E)) * χ x
```

Differentiability could also have been made part of both equations, so that "solves" would mean "is twice differentiable and satisfies". The equivalence would then need no separate hypothesis on $u$, but its converse would have to derive the smoothness of $u$ from that of $\chi$.

## First derivative

The prefactor has the derivative

$$\frac{d}{dx}x^{-1/2}=-\frac{x^{-1/2}}{2x}.$$

Lean obtains it from the derivative of the square root and the rule for an inverse.

```lean
/-- The derivative of the prefactor `x^(-1/2)` is `-x^(-1/2) / (2x)`. -/
theorem hasDerivAt_prefactor {x : ℝ} (hx : 0 < x) :
    HasDerivAt (fun y : ℝ => (√y)⁻¹) (-(√x)⁻¹ / (2 * x)) x := by
  have hs : √x ≠ 0 := (Real.sqrt_pos.2 hx).ne'
  have h : HasDerivAt (fun y : ℝ => (√y)⁻¹) (-(1 / (2 * √x)) / (√x) ^ 2) x :=
    (Real.hasDerivAt_sqrt hx.ne').inv hs
  refine h.congr_deriv ?_
  rw [Real.sq_sqrt hx.le]
  field_simp
```

For the other factor the chain rule gives $\frac{d}{dx}f(x^2)=2x\,f'(x^2)$, where $f'(x^2)$ is the derivative of $f$ taken at the point $x^2$.

```lean
/-- Chain rule on the square-root grid: `d/dx f(x²) = 2x f'(x²)`. -/
theorem hasDerivAt_comp_sq {f : ℝ → ℝ} {f' x : ℝ} (hf : HasDerivAt f f' (x ^ 2)) :
    HasDerivAt (fun y : ℝ => f (y ^ 2)) (f' * (2 * x)) x := by
  have h : HasDerivAt (fun y : ℝ => y ^ 2) (2 * x) x := by
    simpa using hasDerivAt_pow 2 x
  exact HasDerivAt.comp x hf h
```

The product rule combines the two:

$$\chi'(x)=x^{-1/2}\left[2x\,u'(x^2)-\frac{u(x^2)}{2x}\right].$$

```lean
/-- The first derivative of the rescaled radial function. -/
theorem hasDerivAt_sqrtGrid {u : ℝ → ℝ} (hu : TwiceDiff u) {x : ℝ} (hx : 0 < x) :
    HasDerivAt (sqrtGrid u)
      ((√x)⁻¹ * (2 * x * deriv u (x ^ 2) - u (x ^ 2) / (2 * x))) x := by
  have h1 := hasDerivAt_comp_sq (hu (x ^ 2) (by positivity)).1.hasDerivAt
  have h : HasDerivAt (sqrtGrid u)
      (-(√x)⁻¹ / (2 * x) * u (x ^ 2) + (√x)⁻¹ * (deriv u (x ^ 2) * (2 * x))) x :=
    (hasDerivAt_prefactor hx).fun_mul h1
  exact h.congr_deriv (by ring)
```

## Second derivative and the cancellation of u′

With $u$, $u'$ and $u''$ all taken at $x^2$, the bracket has the derivative

$$(2u'+4x^2u'')-\left(u'-\frac{u}{2x^2}\right)=u'+4x^2u''+\frac{u}{2x^2}.$$

Differentiating the prefactor instead multiplies the bracket by $-1/(2x)$ and contributes

$$-u'+\frac{u}{4x^2}.$$

The two terms in $u'$ cancel in the sum:

$$\chi''(x)=x^{-1/2}\left[4x^2u''(x^2)+\frac{3\,u(x^2)}{4x^2}\right].$$

In the proof, `hw` is the derivative of the bracket and `h` the sum after cancellation. The last lines use the fact that the formula for $\chi'$ holds throughout a neighbourhood of $x$, so it may be differentiated there.

```lean
/-- The second derivative of the rescaled radial function contains `u''` and `u`,
but no `u'`. -/
theorem hasDerivAt_deriv_sqrtGrid {u : ℝ → ℝ} (hu : TwiceDiff u) {x : ℝ} (hx : 0 < x) :
    HasDerivAt (deriv (sqrtGrid u))
      ((√x)⁻¹ * (4 * x ^ 2 * deriv (deriv u) (x ^ 2) + 3 * u (x ^ 2) / (4 * x ^ 2))) x := by
  have hx0 : x ≠ 0 := hx.ne'
  have h0 := hasDerivAt_comp_sq (hu (x ^ 2) (by positivity)).1.hasDerivAt
  have h1 := hasDerivAt_comp_sq (hu (x ^ 2) (by positivity)).2.hasDerivAt
  have h2 : HasDerivAt (fun y : ℝ => 2 * y) 2 x := by
    simpa using (hasDerivAt_id x).const_mul (2 : ℝ)
  -- derivative of the bracket in the formula for the first derivative
  have hw : HasDerivAt (fun y : ℝ => 2 * y * deriv u (y ^ 2) - u (y ^ 2) / (2 * y))
      (deriv u (x ^ 2) + 4 * x ^ 2 * deriv (deriv u) (x ^ 2) + u (x ^ 2) / (2 * x ^ 2)) x := by
    refine ((h2.fun_mul h1).fun_sub (h0.fun_div h2 (by positivity))).congr_deriv ?_
    field_simp
    ring
  -- the two contributions proportional to `u'` cancel
  have h := ((hasDerivAt_prefactor hx).fun_mul hw).congr_deriv
    (g' := (√x)⁻¹ * (4 * x ^ 2 * deriv (deriv u) (x ^ 2) + 3 * u (x ^ 2) / (4 * x ^ 2))) (by
      generalize (√x)⁻¹ = s
      field_simp
      ring)
  refine h.congr_of_eventuallyEq ?_
  filter_upwards [Ioi_mem_nhds hx] with y hy
  exact (hasDerivAt_sqrtGrid hu hy).deriv
```

The two derivative formulas also show that $\chi$ is twice differentiable for $x>0$.

```lean
/-- The rescaled radial function is twice differentiable for `x > 0` if `u` is so for `r > 0`. -/
theorem twiceDiff_sqrtGrid {u : ℝ → ℝ} (hu : TwiceDiff u) : TwiceDiff (sqrtGrid u) :=
  fun _ hx => ⟨(hasDerivAt_sqrtGrid hu hx).differentiableAt,
    (hasDerivAt_deriv_sqrtGrid hu hx).differentiableAt⟩
```

## Equivalence of the two equations

Inserting the radial equation at $r=x^2$ gives $\chi$ the coefficient

$$4x^2\left[\frac{l(l+1)}{x^4}+2\bigl(V(x^2)-E\bigr)\right]+\frac{3}{4x^2}.$$

Since $4l(l+1)+\frac34=(2l+\frac12)(2l+\frac32)$, this is the coefficient of the grid equation. The equality of the two full coefficients is `key` in the proof.

For the converse, write a given $r>0$ as $x^2$ with $x=\sqrt r$. The terms $3/(4x^2)$ agree on both sides, and what remains is the radial equation multiplied by $4x^2\,x^{-1/2}$, which is nonzero and can be cancelled. A twice differentiable $u$ therefore solves the radial equation for all $r>0$ exactly when $\chi$ solves the grid equation for all $x>0$.

The statement concerns exact solutions of the differential equations; the discretisation error of a Numerov step is a separate matter.

```lean
/-- A twice differentiable `u` solves the radial Schrödinger equation exactly when
`χ(x) = x^(-1/2) u(x²)` solves the equation on the square-root grid. -/
theorem radialEquation_iff_sqrtGridEquation (V : ℝ → ℝ) (l E : ℝ) {u : ℝ → ℝ}
    (hu : TwiceDiff u) :
    RadialEquation V l E u ↔ SqrtGridEquation V l E (sqrtGrid u) := by
  -- the grid coefficient is `4x²` times the radial one, plus `3/(4x²)`
  have key : ∀ x : ℝ, 0 < x →
      (2 * l + 1 / 2) * (2 * l + 3 / 2) / x ^ 2 + 8 * x ^ 2 * (V (x ^ 2) - E) =
        4 * x ^ 2 * (l * (l + 1) / (x ^ 2) ^ 2 + 2 * (V (x ^ 2) - E)) + 3 / (4 * x ^ 2) := by
    intro x hx
    field_simp
    ring
  constructor
  · intro h x hx
    rw [(hasDerivAt_deriv_sqrtGrid hu hx).deriv, h (x ^ 2) (by positivity), key x hx]
    simp only [sqrtGrid]
    ring
  · intro h r hr
    obtain ⟨x, hx, rfl⟩ : ∃ x : ℝ, 0 < x ∧ x ^ 2 = r :=
      ⟨√r, Real.sqrt_pos.2 hr, Real.sq_sqrt hr.le⟩
    have h' := h x hx
    rw [(hasDerivAt_deriv_sqrtGrid hu hx).deriv, key x hx] at h'
    simp only [sqrtGrid] at h'
    have hs : 0 < √x := Real.sqrt_pos.2 hx
    have hne : (√x)⁻¹ * (4 * x ^ 2) ≠ 0 := by positivity
    -- cancel the nonzero common factor
    apply mul_left_cancel₀ hne
    linear_combination h'
```

## Back to the radial function, and the weight for normalisation

Setting $x=\sqrt r$ in the definition of $\chi$ and solving for $u$ gives

$$u(r)=r^{1/4}\chi(\sqrt r).$$

```lean
/-- The radial function is recovered from the grid function by `u(r) = r^(1/4) χ(√r)`. -/
theorem recover_radial (u : ℝ → ℝ) {r : ℝ} (hr : 0 < r) :
    u r = √(√r) * sqrtGrid u (√r) := by
  have hs : √(√r) ≠ 0 := (Real.sqrt_pos.2 (Real.sqrt_pos.2 hr)).ne'
  rw [sqrtGrid, Real.sq_sqrt hr.le, ← mul_assoc, mul_inv_cancel₀ hs, one_mul]
```

For integrals, substitute $r=x^2$, $dr=2x\,dx$, and use $u(x^2)^2=x\,\chi(x)^2$:

$$\int_{a^2}^{b^2}u(r)^2\,dr=2\int_a^b x^2\chi(x)^2\,dx .$$

A norm computed on the grid thus carries the weight $2x^2$. Both endpoints are positive and finite, so normalisation over the whole half-line requires a limit. In Lean, `h` is the substitution, and the remaining lines compare the integrands point by point.

```lean
/-- The integral of `u²` between the radii `a²` and `b²` is the integral of `2x²χ²`
between the grid points `a` and `b`. -/
theorem integral_sq_eq {u : ℝ → ℝ} (hu : TwiceDiff u) {a b : ℝ} (ha : 0 < a) (hb : 0 < b) :
    ∫ r in (a ^ 2)..(b ^ 2), u r ^ 2 = 2 * ∫ x in a..b, x ^ 2 * sqrtGrid u x ^ 2 := by
  have hpos : ∀ x ∈ uIcc a b, 0 < x := fun x hx => lt_of_lt_of_le (lt_min ha hb) hx.1
  -- substitution `r = x²`, `dr = 2x dx`
  have h : ∫ x in a..b, u (x ^ 2) ^ 2 * (2 * x) = ∫ r in (a ^ 2)..(b ^ 2), u r ^ 2 := by
    refine intervalIntegral.integral_comp_mul_deriv' (f := fun x : ℝ => x ^ 2)
      (f' := fun x : ℝ => 2 * x) (g := fun r : ℝ => u r ^ 2) ?_ ?_ ?_
    · intro x _
      simpa using hasDerivAt_pow 2 x
    · exact (continuous_const.mul continuous_id).continuousOn
    · rintro _ ⟨x, hx, rfl⟩
      have hx0 := hpos x hx
      exact ((hu (x ^ 2) (by positivity)).1.continuousAt.pow 2).continuousWithinAt
  rw [← h, ← intervalIntegral.integral_const_mul]
  apply intervalIntegral.integral_congr
  intro x hx
  have hx0 := hpos x hx
  have hs : ((√x)⁻¹) ^ 2 = x⁻¹ := by rw [inv_pow, Real.sq_sqrt hx0.le]
  show u (x ^ 2) ^ 2 * (2 * x) = 2 * (x ^ 2 * ((√x)⁻¹ * u (x ^ 2)) ^ 2)
  rw [mul_pow, hs]
  field_simp
```

## The Coulomb problem as a radial oscillator

Let $V(r)=-Z/r$ with nuclear charge $Z$, and write the energy as $E=-\omega^2/8$ with real $\omega$, which restricts it to $E\le0$. The potential term becomes

$$8x^2\left(-\frac{Z}{x^2}+\frac{\omega^2}{8}\right)=-8Z+\omega^2x^2 .$$

The Coulomb attraction has turned into a constant. With $L=2l+\frac12$, multiplying the grid equation by $-\frac12$ and rearranging gives

$$-\frac12\chi''+\left[\frac{L(L+1)}{2x^2}+\frac{\omega^2x^2}{2}\right]\chi=4Z\,\chi ,$$

which for $\omega\neq0$ is the equation of a radial harmonic oscillator, with its energy fixed by the charge and its frequency $|\omega|$ by the Coulomb energy. For $\omega=0$ the quadratic term vanishes and a free radial equation remains. The theorem equates the two differential equations and makes no statement about spectra. The proof applies the general equivalence and then rescales by $-\frac12$ in one direction and by $-2$ in the other.

```lean
/-- A twice differentiable `u` solves the radial equation with Coulomb potential `-Z/r` and energy
`-ω²/8` exactly when `χ(x) = x^(-1/2) u(x²)` solves, for `x > 0`, the radial equation with potential
`ω²x²/2`, angular parameter `2l + 1/2` and energy `4Z`. -/
theorem coulomb_iff_oscillator (Z l ω : ℝ) {u : ℝ → ℝ} (hu : TwiceDiff u) :
    RadialEquation (fun r => -Z / r) l (-ω ^ 2 / 8) u ↔
      ∀ x > 0, -(1 / 2) * deriv (deriv (sqrtGrid u)) x +
        ((2 * l + 1 / 2) * (2 * l + 1 / 2 + 1) / (2 * x ^ 2) + ω ^ 2 * x ^ 2 / 2) * sqrtGrid u x
          = 4 * Z * sqrtGrid u x := by
  rw [radialEquation_iff_sqrtGridEquation _ _ _ hu]
  simp only [SqrtGridEquation]
  -- on this grid the Coulomb term becomes the constant `-8Z`
  have key : ∀ x : ℝ, 0 < x →
      (2 * l + 1 / 2) * (2 * l + 3 / 2) / x ^ 2 + 8 * x ^ 2 * (-Z / x ^ 2 - -ω ^ 2 / 8) =
        2 * ((2 * l + 1 / 2) * (2 * l + 1 / 2 + 1) / (2 * x ^ 2) + ω ^ 2 * x ^ 2 / 2 - 4 * Z) := by
    intro x hx
    field_simp
    ring
  constructor
  · intro h x hx
    have h1 := h x hx
    rw [key x hx] at h1
    linear_combination (-1 / 2) * h1
  · intro h x hx
    rw [key x hx]
    linear_combination (-2) * h x hx

end

end SquareRootRadialGrid
```

```lean
#print axioms SquareRootRadialGrid.radialEquation_iff_sqrtGridEquation
#print axioms SquareRootRadialGrid.recover_radial
#print axioms SquareRootRadialGrid.integral_sq_eq
#print axioms SquareRootRadialGrid.coulomb_iff_oscillator
```

```
'SquareRootRadialGrid.radialEquation_iff_sqrtGridEquation' depends on axioms: [propext, Classical.choice, Quot.sound]
'SquareRootRadialGrid.recover_radial' depends on axioms: [propext, Classical.choice, Quot.sound]
'SquareRootRadialGrid.integral_sq_eq' depends on axioms: [propext, Classical.choice, Quot.sound]
'SquareRootRadialGrid.coulomb_iff_oscillator' depends on axioms: [propext, Classical.choice, Quot.sound]
```
